# The PBE exchange potential of an exponential density has no Coulomb tail

## Supplying a −1/r tail

Before Rydberg excitations are computed with a PBE potential, a correction with a \(-1/r\) tail may be attached to it at large radius. If the correction is added to the PBE potential rather than put in its place, it matters how much of that tail the exchange part already supplies. For a purely exponential density the answer is none: the PBE exchange potential dies off exponentially.

## The radial potential of a gradient functional

Take the energy density \(n^{4/3}F(s)\) with \(s=|\nabla n|/n^{4/3}\). The negative prefactor of the exchange energy is left out, and the usual numerical constant in \(s\) is absorbed into \(\mu\) below. Varying the energy gives

\[
v=\frac{\partial e}{\partial n}-\nabla\cdot\frac{\partial e}{\partial\nabla n},\qquad e=n^{4/3}F(s).
\]

The first term is \(\tfrac43 n^{1/3}(F-sF')\). For a density that falls with \(r\), \(\partial e/\partial\nabla n=-F'(s)\,\hat r\), and therefore

\[
v(r)=\tfrac43 n^{1/3}\bigl(F-sF'\bigr)+\frac{d}{dr}F'(s(r))+\frac{2F'(s)}{r}.
\]

The Lean file takes this formula as the definition of `ggaPotential`; the variation leading to it is done only here.

The density is \(n=e^{-kr}\) with \(k>0\), where \(k\) is the decay rate set in an atom by the ionisation energy. The PBE factor is

\[
F(s)=1+\kappa-\frac{\kappa}{1+\mu s^2/\kappa},\qquad \kappa,\mu>0.
\]

Here \(\mu\) fixes the response to weak gradients, \(F\approx1+\mu s^2\), and \(\kappa\) caps the enhancement at \(1+\kappa\).

## The two limits in words

The theorem `pbe_potential_tail` says that for all positive `k`, `κ` and `μ`, as \(r\to\infty\),

\[
\frac{v(r)}{\tfrac43 n^{1/3}}\to1+\kappa,\qquad r\,v(r)\to0.
\]

In Lean, `density k r` is \(n(r)\), and `reducedGradient k r` is \(|n'|/n^{4/3}\), built from the actual derivative. `Tendsto … atTop (𝓝 L)` reads "tends to \(L\) as the radius grows".

The model is spin-unpolarised exchange without correlation. Its density is exponential at every radius, whereas an atomic tail in general also carries a power of \(r\). It integrates to \(8\pi/k^3\) electrons; another electron number puts a constant in front of \(n\), and the argument below goes through unchanged because \(s\,n^{1/3}=k\) still holds.

## Factoring out the cube root of the density

From \(|n'|=ke^{-kr}\) we get \(s=ke^{kr/3}\). With \(n^{1/3}=e^{-kr/3}\) this gives

\[
s\,n^{1/3}=k,\qquad \frac{ds}{dr}=\frac{k}{3}s.
\]

The two gradient terms become

\[
\frac{d}{dr}F'(s)=\frac{k}{3}sF''=n^{1/3}\,\frac{s^2F''}{3},\qquad
\frac{2F'}{r}=n^{1/3}\,\frac{2sF'}{kr}.
\]

Dividing \(v\) by \(\tfrac43n^{1/3}\) leaves

\[
\frac{v}{\tfrac43n^{1/3}}=F-sF'+\frac{s^2F''}{4}+\frac{3\,sF'}{2kr}.
\]

Since \(s\to\infty\) with \(r\), the ratio tends to \(L\) whenever \(F\to L\), \(sF'\to0\) and \(s^2F''\to0\).

For PBE put \(u=1/(1+\mu s^2/\kappa)\), so that \(\mu s^2=\kappa(1/u-1)\). Differentiation gives

\[
F'=2\mu s\,u^2,\qquad F''=2\mu\left(1-\frac{3\mu s^2}{\kappa}\right)u^3,
\]

and hence

\[
F=1+\kappa-\kappa u,\quad sF'=2\kappa(u-u^2),\quad s^2F''=2\kappa(-3u+7u^2-4u^3).
\]

As \(s\to\infty\), \(u\to0\), and the three limits are \(1+\kappa\), \(0\) and \(0\). Finally, \(r\,v\) is the ratio times \(\tfrac43\,r\,e^{-kr/3}\), which tends to zero.

## Two radii for k = κ = μ = 1

The values of \(\kappa\) and \(\mu\) are chosen for easy arithmetic; they are not those of PBE. At \(r=3\ln3\approx3.296\) we have \(s=3\), \(n^{1/3}=1/3\) and \(u=1/10\). Then \(F=1.9\), \(sF'=0.18\) and \(s^2F''=-0.468\), so the ratio is

\[
1.9-0.18-0.117+0.082=1.685,
\]

with \(v\approx0.749\) and \(r\,v\approx2.47\).

At \(r=3\ln100\approx13.82\) we have \(s=100\) and \(u\approx10^{-4}\). The ratio is now about \(1.9996\), close to its limit \(2\), and \(r\,v\approx0.368\). The ratio settles well before \(r\,v\) becomes small.

## A factor linear in s

The gradient form itself does not forbid a Coulomb tail. For \(F=a+bs\), \(F-sF'=a\) and \(F'\) is constant, so

\[
r\,v=\tfrac43a\,r\,n^{1/3}+2b\to2b.
\]

With \(b\neq0\) a \(1/r\) term survives.

## The Lean file

```lean
import Mathlib

open Filter Topology

namespace GGAPotentialTail

noncomputable section

/-- The exponential radial density `n(r) = exp(-k r)`, which decays when `k > 0`. -/
def density (k r : ℝ) : ℝ := Real.exp (-(k * r))

/-- The reduced density gradient `s = |n'| / n^(4/3)` of the exponential density. -/
def reducedGradient (k r : ℝ) : ℝ :=
  |deriv (density k) r| / density k r ^ (4 / 3 : ℝ)

/-- The radial potential of the energy density `n^(4/3) F(s)` for the exponential density, for `k >
0` and at radii `r > 0`. -/
def ggaPotential (F : ℝ → ℝ) (k r : ℝ) : ℝ :=
  4 / 3 * density k r ^ (1 / 3 : ℝ)
      * (F (reducedGradient k r) - reducedGradient k r * deriv F (reducedGradient k r))
    + deriv (fun x => deriv F (reducedGradient k x)) r
    + 2 * deriv F (reducedGradient k r) / r

/-- The PBE exchange enhancement factor, for `κ, μ > 0`. -/
def pbeFactor (κ μ s : ℝ) : ℝ := 1 + κ - κ / (1 + μ * s ^ 2 / κ)

/-- The closed form of the first derivative of the PBE factor, for `κ, μ > 0`. -/
def pbeSlope (κ μ s : ℝ) : ℝ := 2 * μ * s / (1 + μ * s ^ 2 / κ) ^ 2

/-- The closed form of the second derivative of the PBE factor, for `κ, μ > 0`. -/
def pbeCurvature (κ μ s : ℝ) : ℝ :=
  2 * μ * (1 - 3 * μ * s ^ 2 / κ) / (1 + μ * s ^ 2 / κ) ^ 3

/-- The reduced gradient of the exponential density is `k exp(k r / 3)`. -/
theorem reducedGradient_eq {k : ℝ} (hk : 0 < k) (r : ℝ) :
    reducedGradient k r = k * Real.exp (k * r / 3) := by
  have h1 : HasDerivAt (fun x : ℝ => -(k * x)) (-k) r := by
    simpa using ((hasDerivAt_id' r).const_mul k).fun_neg
  have h2 : HasDerivAt (density k) (Real.exp (-(k * r)) * -k) r := h1.exp
  rw [reducedGradient, h2.deriv, abs_mul, abs_neg, abs_of_pos hk,
    abs_of_pos (Real.exp_pos _), density, ← Real.exp_mul, mul_comm (Real.exp _) k,
    mul_div_assoc, ← Real.exp_sub]
  congr 2
  ring

/-- The cube root of the density is `exp(-k r / 3)`. -/
theorem density_rpow (k r : ℝ) :
    density k r ^ (1 / 3 : ℝ) = Real.exp (-(k * r / 3)) := by
  rw [density, ← Real.exp_mul]
  congr 1
  ring

/-- The cube root of the density decays faster than any power of the radius. -/
theorem pow_mul_density_tendsto {k : ℝ} (hk : 0 < k) (m : ℕ) :
    Tendsto (fun r => r ^ m * density k r ^ (1 / 3 : ℝ)) atTop (𝓝 0) := by
  have hx : Tendsto (fun r : ℝ => k * r / 3) atTop atTop :=
    (tendsto_id.const_mul_atTop hk).atTop_div_const (by norm_num)
  have h := ((Real.tendsto_pow_mul_exp_neg_atTop_nhds_zero m).comp hx).const_mul ((3 / k) ^ m)
  rw [mul_zero] at h
  refine h.congr fun r => ?_
  have e : 3 / k * (k * r / 3) = r := by field_simp
  simp only [Function.comp_apply]
  rw [density_rpow, ← mul_assoc, ← mul_pow, e]

/-- The potential is `n^(1/3)` times a combination of `F`, `s F'` and `s² F''`. -/
theorem ggaPotential_eq {F F1 F2 : ℝ → ℝ} {k r : ℝ} (hk : 0 < k) (hr : 0 < r)
    (hF : ∀ s, 0 < s → HasDerivAt F (F1 s) s)
    (hF1 : ∀ s, 0 < s → HasDerivAt F1 (F2 s) s) :
    ggaPotential F k r = density k r ^ (1 / 3 : ℝ) *
      (4 / 3 * (F (reducedGradient k r) - reducedGradient k r * F1 (reducedGradient k r))
        + reducedGradient k r ^ 2 * F2 (reducedGradient k r) / 3
        + 2 * (reducedGradient k r * F1 (reducedGradient k r)) / (k * r)) := by
  have hr0 : r ≠ 0 := hr.ne'
  have hpos : 0 < k * Real.exp (k * r / 3) := by positivity
  have hfun : (fun x => deriv F (reducedGradient k x))
      = fun x => F1 (k * Real.exp (k * x / 3)) := by
    funext x
    rw [reducedGradient_eq hk, (hF _ (by positivity)).deriv]
  have h1 : HasDerivAt (fun x : ℝ => k * x / 3) (k / 3) r := by
    simpa using ((hasDerivAt_id' r).const_mul k).div_const 3
  have hsd : HasDerivAt (fun x : ℝ => k * Real.exp (k * x / 3))
      (k * (Real.exp (k * r / 3) * (k / 3))) r := h1.exp.const_mul k
  -- chain rule for the radial derivative of F'(s(r))
  have hc := HasDerivAt.comp_of_eq r (hF1 _ hpos) hsd rfl
  have hcomp : HasDerivAt (fun x => F1 (k * Real.exp (k * x / 3)))
      (F2 (k * Real.exp (k * r / 3)) * (k * (Real.exp (k * r / 3) * (k / 3)))) r := hc
  rw [ggaPotential, hfun, hcomp.deriv, density_rpow, reducedGradient_eq hk,
    (hF _ hpos).deriv]
  have he : Real.exp (-(k * r / 3)) * Real.exp (k * r / 3) = 1 := by
    rw [← Real.exp_add, neg_add_cancel, Real.exp_zero]
  generalize F (k * Real.exp (k * r / 3)) = a
  generalize F1 (k * Real.exp (k * r / 3)) = b
  generalize F2 (k * Real.exp (k * r / 3)) = c
  generalize Real.exp (-(k * r / 3)) = e at *
  generalize Real.exp (k * r / 3) = E at *
  have h3 : 2 * (k * E * b) / (k * r) = E * (2 * b / r) := by field_simp
  rw [h3]
  linear_combination (-(c * k ^ 2 * E / 3) - 2 * b / r) * he

/-- If `F → L`, `s F' → 0` and `s² F'' → 0` at large reduced gradient, then the potential
divided by `(4/3) n^(1/3)` tends to `L` far from the centre. -/
theorem ggaPotential_ratio_tendsto {F F1 F2 : ℝ → ℝ} {k L : ℝ} (hk : 0 < k)
    (hF : ∀ s, 0 < s → HasDerivAt F (F1 s) s)
    (hF1 : ∀ s, 0 < s → HasDerivAt F1 (F2 s) s)
    (h0 : Tendsto F atTop (𝓝 L))
    (h1 : Tendsto (fun s => s * F1 s) atTop (𝓝 0))
    (h2 : Tendsto (fun s => s ^ 2 * F2 s) atTop (𝓝 0)) :
    Tendsto (fun r => ggaPotential F k r / (4 / 3 * density k r ^ (1 / 3 : ℝ)))
      atTop (𝓝 L) := by
  have hkr : Tendsto (fun r : ℝ => k * r) atTop atTop := tendsto_id.const_mul_atTop hk
  have hs : Tendsto (reducedGradient k) atTop atTop := by
    rw [funext (reducedGradient_eq hk)]
    exact (Real.tendsto_exp_atTop.comp
      (hkr.atTop_div_const (by norm_num : (0 : ℝ) < 3))).const_mul_atTop hk
  have hB := (((((h0.comp hs).sub (h1.comp hs)).const_mul (4 / 3)).add
    ((h2.comp hs).div_const 3)).add
      (((h1.comp hs).const_mul 2).div_atTop hkr)).const_mul (3 / 4)
  have hL : 3 / 4 * (4 / 3 * (L - 0) + 0 / 3 + 0) = L := by ring
  rw [hL] at hB
  refine hB.congr' ?_
  filter_upwards [eventually_gt_atTop 0] with r hr
  have hd : density k r ^ (1 / 3 : ℝ) ≠ 0 := by
    rw [density_rpow]
    exact (Real.exp_pos _).ne'
  rw [ggaPotential_eq hk hr hF hF1, mul_comm (4 / 3 : ℝ) (density k r ^ (1 / 3 : ℝ)),
    mul_div_mul_left _ _ hd]
  simp only [Function.comp_apply]
  ring

/-- If the potential divided by `(4/3) n^(1/3)` has a finite limit, then the potential
decays faster than any inverse power of the radius. -/
theorem pow_mul_ggaPotential_tendsto {F : ℝ → ℝ} {k L : ℝ} (hk : 0 < k)
    (h : Tendsto (fun r => ggaPotential F k r / (4 / 3 * density k r ^ (1 / 3 : ℝ)))
      atTop (𝓝 L)) (m : ℕ) :
    Tendsto (fun r => r ^ m * ggaPotential F k r) atTop (𝓝 0) := by
  have h' := h.mul ((pow_mul_density_tendsto hk m).const_mul (4 / 3))
  rw [mul_zero, mul_zero] at h'
  refine h'.congr fun r => ?_
  have hd : density k r ^ (1 / 3 : ℝ) ≠ 0 := by
    rw [density_rpow]
    exact (Real.exp_pos _).ne'
  generalize density k r ^ (1 / 3 : ℝ) = d at *
  field_simp

/-- The first and second derivatives of the PBE factor have the stated closed forms. -/
theorem pbeFactor_derivs {κ μ : ℝ} (hκ : 0 < κ) (hμ : 0 < μ) (s : ℝ) :
    HasDerivAt (pbeFactor κ μ) (pbeSlope κ μ s) s ∧
      HasDerivAt (pbeSlope κ μ) (pbeCurvature κ μ s) s := by
  have hne : 1 + μ * s ^ 2 / κ ≠ 0 := by positivity
  have hne' : κ + μ * s ^ 2 ≠ 0 := by positivity
  have hD : HasDerivAt (fun x : ℝ => 1 + μ * x ^ 2 / κ) (μ * (2 * s) / κ) s :=
    ((((hasDerivAt_pow 2 s).const_mul μ).div_const κ).const_add 1).congr_deriv (by norm_num)
  have hD2 : HasDerivAt (fun x : ℝ => (1 + μ * x ^ 2 / κ) ^ 2)
      (2 * (1 + μ * s ^ 2 / κ) * (μ * (2 * s) / κ)) s :=
    (hD.fun_pow 2).congr_deriv (by norm_num)
  constructor
  · have h := ((hasDerivAt_const s κ).fun_div hD hne).const_sub (1 + κ)
    refine h.congr_deriv ?_
    have e : κ * (μ * (2 * s) / κ) = 2 * μ * s := by field_simp
    rw [e, pbeSlope]
    ring
  · have h := ((hasDerivAt_id' s).const_mul (2 * μ)).fun_div hD2 (pow_ne_zero 2 hne)
    refine h.congr_deriv ?_
    rw [pbeCurvature]
    field_simp
    ring

/-- For the PBE factor and an exponential density, the potential divided by `(4/3) n^(1/3)`
tends to `1 + κ`, and `r v(r)` tends to zero: there is no Coulomb tail. -/
theorem pbe_potential_tail {k κ μ : ℝ} (hk : 0 < k) (hκ : 0 < κ) (hμ : 0 < μ) :
    Tendsto (fun r => ggaPotential (pbeFactor κ μ) k r / (4 / 3 * density k r ^ (1 / 3 : ℝ)))
        atTop (𝓝 (1 + κ)) ∧
      Tendsto (fun r => r * ggaPotential (pbeFactor κ μ) k r) atTop (𝓝 0) := by
  -- F, s F' and s² F'' are polynomials in u = 1 / (1 + μ s² / κ), which tends to zero
  have hu : Tendsto (fun s : ℝ => (1 + μ * s ^ 2 / κ)⁻¹) atTop (𝓝 0) :=
    tendsto_inv_atTop_zero.comp (tendsto_atTop_add_const_left _ 1
      (((tendsto_pow_atTop two_ne_zero).const_mul_atTop hμ).atTop_div_const hκ))
  have p0 : Tendsto (fun u : ℝ => 1 + κ - κ * u) (𝓝 0) (𝓝 (1 + κ)) :=
    Continuous.tendsto' (by fun_prop) _ _ (by simp)
  have p1 : Tendsto (fun u : ℝ => 2 * κ * (u - u ^ 2)) (𝓝 0) (𝓝 0) :=
    Continuous.tendsto' (by fun_prop) _ _ (by simp)
  have p2 : Tendsto (fun u : ℝ => 2 * κ * (-3 * u + 7 * u ^ 2 - 4 * u ^ 3)) (𝓝 0) (𝓝 0) :=
    Continuous.tendsto' (by fun_prop) _ _ (by simp)
  have hratio := ggaPotential_ratio_tendsto (L := 1 + κ) hk
    (fun s _ => (pbeFactor_derivs hκ hμ s).1) (fun s _ => (pbeFactor_derivs hκ hμ s).2)
    ((p0.comp hu).congr fun s => by
      simp only [Function.comp_apply, pbeFactor, div_eq_mul_inv])
    ((p1.comp hu).congr fun s => by
      have hne' : κ + μ * s ^ 2 ≠ 0 := by positivity
      simp only [Function.comp_apply, pbeSlope]
      field_simp
      ring)
    ((p2.comp hu).congr fun s => by
      have hne' : κ + μ * s ^ 2 ≠ 0 := by positivity
      simp only [Function.comp_apply, pbeCurvature]
      field_simp
      ring)
  exact ⟨hratio, by simpa only [pow_one] using pow_mul_ggaPotential_tendsto hk hratio 1⟩

/-- For an enhancement factor `a + b s`, linear in the reduced gradient, `r v(r)` tends
to `2 b`. -/
theorem linear_factor_coulomb_tail {k : ℝ} (hk : 0 < k) (a b : ℝ) :
    Tendsto (fun r => r * ggaPotential (fun s => a + b * s) k r) atTop (𝓝 (2 * b)) := by
  have hd : deriv (fun s : ℝ => a + b * s) = fun _ => b := by
    funext s
    have h : HasDerivAt (fun s : ℝ => a + b * s) (b * 1) s :=
      ((hasDerivAt_id' s).const_mul b).const_add a
    rw [h.deriv, mul_one]
  have h := ((pow_mul_density_tendsto hk 1).const_mul (4 / 3 * a)).add_const (2 * b)
  rw [mul_zero, zero_add] at h
  refine h.congr' ?_
  filter_upwards [eventually_gt_atTop 0] with r hr
  have e : r * (2 * b / r) = 2 * b := by field_simp
  simp only [ggaPotential, hd, deriv_const]
  linear_combination -e

end

end GGAPotentialTail
```

```lean
#print axioms GGAPotentialTail.pbe_potential_tail
#print axioms GGAPotentialTail.linear_factor_coulomb_tail
```

```
'GGAPotentialTail.pbe_potential_tail' depends on axioms: [propext, Classical.choice, Quot.sound]
'GGAPotentialTail.linear_factor_coulomb_tail' depends on axioms: [propext, Classical.choice, Quot.sound]
```

## From the chain rule to the limits

`reducedGradient_eq` and `density_rpow` supply the closed forms of \(s\) and \(n^{1/3}\). `pow_mul_density_tendsto` shows that \(r^m n^{1/3}\to0\) for every natural number \(m\), by rescaling Mathlib's limit for \(x^me^{-x}\) with \(x=kr/3\).

`ggaPotential_eq` is the factorisation. The functions `F1` and `F2` stand for \(F'\) and \(F''\) at positive \(s\). The step `hc` is the chain rule for \(F'(s(r))\), and `he` records \(e^{-kr/3}e^{kr/3}=1\), the identity behind \(s\,n^{1/3}=k\). After the exponentials and function values are replaced by plain variables, `linear_combination` closes the algebra.

`ggaPotential_ratio_tendsto` proves the general limit. Its step `hs` gives \(s\to\infty\), and `hB` adds the limits of the separate terms; `div_atTop` handles the one divided by \(kr\). `pow_mul_ggaPotential_tendsto` multiplies a finite limit of the ratio by the decay of \(r^mn^{1/3}\), which yields \(r^mv\to0\) for every \(m\).

`pbeFactor_derivs` verifies the formulas for \(F'\) and \(F''\) by the quotient rule. In `pbe_potential_tail`, `hu` states \(u\to0\), and `p0`, `p1` and `p2` are the limits of the three polynomials in \(u\), obtained from continuity. The `field_simp` and `ring` steps identify the last two with \(sF'\) and \(s^2F''\). The general theorem then gives the ratio, and the case \(m=1\) gives \(r\,v\to0\).

`linear_factor_coulomb_tail` follows the short calculation for \(a+bs\): `hd` says that the slope is the constant \(b\), so the radial derivative of \(F'\) vanishes and \(2b\) remains.
